# Averaging error of a uniformly sampled harmonic signal: order 1/N unless the sampling is stroboscopic

An oscillation recorded at equal time intervals is represented here by a sequence in the sample number $n$, not by a function of time. If its angular frequency is $\omega$ and the interval between samples is $\Delta$, only the phase advance per sample $t=\omega\Delta$ enters, together with the initial phase $f$. Frequencies that differ by a multiple of $2\pi/\Delta$ therefore give the same data, as they do in a stored trajectory.

For a fixed $t$ with $\sin(t/2)\neq 0$, the mean of $N$ samples of $\cos(nt+f)$ is at most $1/(N|\sin(t/2)|)$ in absolute value. In molecular dynamics this bears on time averages of observables that consist of a constant and finitely many undamped harmonic modes. If every mode satisfies the condition on $t$, the error falls faster than the $1/\sqrt N$ of independent random samples.

In Lean 4 with Mathlib:

```lean
import Mathlib

open Finset Filter Topology

namespace HarmonicSamplingError

noncomputable section
```

## The signal and its sample mean

A mode of unit amplitude has the value
$$x_n=\cos(nt+f),\qquad n=0,1,2,\dots$$

```lean
/-- A harmonic mode of unit amplitude at sample number `n`, with phase advance `t`
per sample and initial phase `f`. -/
def mode (t f : ℝ) (n : ℕ) : ℝ := Real.cos (n * t + f)
```

The mean of the first $N$ samples of any real sequence is
$$M_N=\frac1N\sum_{n=0}^{N-1}x_n,\qquad N\ge 1 .$$

```lean
/-- The mean of the first `N` samples of a signal, for a positive number `N` of samples. -/
def sampleMean (x : ℕ → ℝ) (N : ℕ+) : ℝ :=
  (∑ n ∈ range (N : ℕ), x n) / ((N : ℕ) : ℝ)
```

The type `ℕ+` contains the positive natural numbers, so the denominator is never zero, and `range N` runs over $0,\dots,N-1$.

The observables considered here are those that consist of a constant plus a finite sum of modes, with real amplitudes $A_k$:
$$y_n=c+\sum_k A_k\cos(nt_k+f_k).$$

```lean
/-- An observable with constant part `c` and finitely many harmonic modes of
amplitudes `A k`, phase advances `t k` and initial phases `f k`. -/
def signal {ι : Type*} [Fintype ι] (c : ℝ) (A t f : ι → ℝ) (n : ℕ) : ℝ :=
  c + ∑ k, A k * mode (t k) (f k) n
```

The index type `ι` labels the modes. Nothing requires the frequencies to be distinct. When every $\omega_k$ is nonzero, $c$ is the long-time average of the underlying continuous signal; that identification belongs to the physical reading, since the code contains no continuous time.

## A closed form for the sum

Let $S_N=\sum_{n=0}^{N-1}\cos(nt+f)$. Then
$$S_N\sin\frac t2=\sin\frac{Nt}2\,\cos\Big(\frac{(N-1)t}2+f\Big).$$
For $N=0$ both sides vanish. For the step from $N$ to $N+1$, write $a=Nt/2$, $b=t/2$ and $g=a+f$. The new term is $\cos(Nt+f)=\cos(a+g)$, so
$$\begin{aligned}
S_{N+1}\sin b&=\sin a\cos(g-b)+\cos(a+g)\sin b\\
&=\sin a\cos g\cos b+\sin a\sin g\sin b+\cos a\cos g\sin b-\sin a\sin g\sin b\\
&=\sin(a+b)\cos g,
\end{aligned}$$
which is the formula for $N+1$.

```lean
/-- The sum of `N` samples of a mode, multiplied by `sin (t/2)`, is a product of one sine
and one cosine. -/
theorem sum_mode_mul_sin (t f : ℝ) (N : ℕ) :
    (∑ n ∈ range N, mode t f n) * Real.sin (t / 2) =
      Real.sin (N * t / 2) * Real.cos (((N : ℝ) - 1) * t / 2 + f) := by
  induction N with
  | zero => simp
  | succ N ih =>
    rw [sum_range_succ, add_mul, ih, mode, Nat.cast_add, Nat.cast_one]
    -- express every angle through `N t / 2`, `t / 2` and `N t / 2 + f`
    have e1 : ((N : ℝ) - 1) * t / 2 + f = (N * t / 2 + f) - t / 2 := by ring
    have e2 : (N : ℝ) * t + f = N * t / 2 + (N * t / 2 + f) := by ring
    have e3 : ((N : ℝ) + 1) * t / 2 = N * t / 2 + t / 2 := by ring
    have e4 : ((N : ℝ) + 1 - 1) * t / 2 + f = N * t / 2 + f := by ring
    rw [e1, e2, e3, e4, Real.cos_sub, Real.cos_add (N * t / 2) (N * t / 2 + f),
      Real.sin_add (N * t / 2) (t / 2)]
    ring
```

The equations `e1` to `e4` rewrite every angle in terms of $a$, $b$ and $g$. The addition formulas are then applied, and `ring` carries out the cancellation. No condition on $t$ is needed, because the identity is not divided by $\sin(t/2)$.

## The bound for one mode

Sine and cosine are at most one in absolute value, so the closed form gives $|S_N|\,|\sin(t/2)|\le 1$. If $\sin(t/2)\ne0$, division by $N|\sin(t/2)|$ yields
$$|M_N|\le\frac{1}{N|\sin(t/2)|}.$$
The condition says that $t$ is not an integer multiple of $2\pi$: the sampling interval is not a whole number of periods, and the frequency is not zero.

```lean
/-- If `sin (t/2)` is nonzero, the mean of `N` samples of a mode is at most
`1 / (N |sin (t/2)|)` in absolute value. -/
theorem abs_sampleMean_mode_le (t f : ℝ) (ht : Real.sin (t / 2) ≠ 0) (N : ℕ+) :
    |sampleMean (mode t f) N| ≤ 1 / (((N : ℕ) : ℝ) * |Real.sin (t / 2)|) := by
  have hN : (0 : ℝ) < ((N : ℕ) : ℝ) := Nat.cast_pos.mpr N.pos
  have hs : 0 < |Real.sin (t / 2)| := abs_pos.mpr ht
  -- the closed form bounds the sum independently of `N`
  have h : |∑ n ∈ range (N : ℕ), mode t f n| * |Real.sin (t / 2)| ≤ 1 := by
    rw [← abs_mul, sum_mode_mul_sin, abs_mul]
    exact mul_le_one₀ (Real.abs_sin_le_one _) (abs_nonneg _) (Real.abs_cos_le_one _)
  rw [sampleMean, abs_div, abs_of_pos hN, div_le_div_iff₀ hN (mul_pos hN hs)]
  have h' := mul_le_mul_of_nonneg_left h hN.le
  nlinarith [h']
```

Here `h` is the bound on the sum, uniform in $N$. The remaining lines clear the positive denominators.

The estimate cannot be improved by a constant factor valid for all $t$ and $f$. For given $N$, choose $t=\pi/N$ and $f=-(N-1)t/2$. The samples are then centred about the maximum of the cosine, and the closed form becomes
$$S_N\sin\frac{\pi}{2N}=\sin\frac\pi2\,\cos 0=1 .$$
Since $0<\pi/(2N)\le\pi/2$, the sine on the left is positive, and $M_N=1/(N\sin(\pi/2N))$ equals the bound.

```lean
/-- For every `N` the single-mode bound is attained, by the phase advance `π/N` and
an initial phase that centres the samples about the maximum of the cosine. -/
theorem sampleMean_mode_sharp (N : ℕ+) :
    sampleMean (mode (Real.pi / ((N : ℕ) : ℝ))
      (-((((N : ℕ) : ℝ) - 1) * (Real.pi / ((N : ℕ) : ℝ)) / 2))) N =
      1 / (((N : ℕ) : ℝ) * |Real.sin (Real.pi / ((N : ℕ) : ℝ) / 2)|) := by
  have hN : (0 : ℝ) < ((N : ℕ) : ℝ) := Nat.cast_pos.mpr N.pos
  have h1 : (1 : ℝ) ≤ ((N : ℕ) : ℝ) := Nat.one_le_cast.mpr N.pos
  have hle : Real.pi / ((N : ℕ) : ℝ) ≤ Real.pi := div_le_self Real.pi_pos.le h1
  have hpos : 0 < Real.sin (Real.pi / ((N : ℕ) : ℝ) / 2) :=
    Real.sin_pos_of_pos_of_lt_pi (by positivity) (by linarith [Real.pi_pos])
  have hc : ((N : ℕ) : ℝ) * (Real.pi / ((N : ℕ) : ℝ)) = Real.pi := by
    field_simp
  -- both factors in the closed form equal one
  have h := sum_mode_mul_sin (Real.pi / ((N : ℕ) : ℝ))
    (-((((N : ℕ) : ℝ) - 1) * (Real.pi / ((N : ℕ) : ℝ)) / 2)) (N : ℕ)
  rw [hc, add_neg_cancel, Real.cos_zero, Real.sin_pi_div_two, mul_one] at h
  rw [sampleMean, eq_div_of_mul_eq hpos.ne' h, abs_of_pos hpos, div_div,
    mul_comm (Real.sin _)]
```

The signal changes with $N$ here: its period is always $2N$ sampling intervals. The theorem thus describes a run that spans less than half a period of the vibration, not one fixed mode that attains the bound at every length. For $N=1$ it reads $1=1$.

## Several modes

Averaging is linear, and the mean of the constant is $c$ itself. Hence, with $M_N^{(k)}$ the sample mean of mode $k$,
$$\frac1N\sum_{n=0}^{N-1}y_n-c=\sum_kA_kM_N^{(k)} .$$

```lean
/-- The error of the sample mean of an observable is the sum of the sample means of
its modes, weighted by their amplitudes. -/
theorem sampleMean_signal_sub {ι : Type*} [Fintype ι] (c : ℝ) (A t f : ι → ℝ) (N : ℕ+) :
    sampleMean (signal c A t f) N - c = ∑ k, A k * sampleMean (mode (t k) (f k)) N := by
  have hN : ((N : ℕ) : ℝ) ≠ 0 := Nat.cast_ne_zero.mpr N.ne_zero
  have h : ∑ n ∈ range (N : ℕ), signal c A t f n =
      ((N : ℕ) : ℝ) * c + ∑ k, A k * ∑ n ∈ range (N : ℕ), mode (t k) (f k) n := by
    simp only [signal, sum_add_distrib, sum_const, card_range, nsmul_eq_mul, mul_sum]
    rw [sum_comm]
  rw [sampleMean, h, add_div, mul_div_cancel_left₀ _ hN, add_sub_cancel_left, sum_div]
  refine sum_congr rfl fun k _ => ?_
  rw [sampleMean, mul_div_assoc]
```

The rewrite with `sum_comm` exchanges the sum over samples with the sum over modes.

If $\sin(t_k/2)\neq0$ for every $k$, the triangle inequality and the single-mode bound give
$$\Big|\frac1N\sum_{n=0}^{N-1}y_n-c\Big|\le\sum_k|A_k|\,|M_N^{(k)}|\le\frac BN,\qquad B=\sum_k\frac{|A_k|}{|\sin(t_k/2)|}.$$

```lean
/-- If `sin (t k / 2)` is nonzero for every mode, the sample mean of the observable differs
from its constant part by at most `(∑ |A k| / |sin (t k / 2)|) / N`. -/
theorem abs_sampleMean_signal_sub_le {ι : Type*} [Fintype ι] (c : ℝ) (A t f : ι → ℝ)
    (ht : ∀ k, Real.sin (t k / 2) ≠ 0) (N : ℕ+) :
    |sampleMean (signal c A t f) N - c| ≤
      (∑ k, |A k| / |Real.sin (t k / 2)|) / ((N : ℕ) : ℝ) := by
  rw [sampleMean_signal_sub, sum_div]
  refine (abs_sum_le_sum_abs _ _).trans (sum_le_sum fun k _ => ?_)
  rw [abs_mul]
  calc |A k| * |sampleMean (mode (t k) (f k)) N|
      ≤ |A k| * (1 / (((N : ℕ) : ℝ) * |Real.sin (t k / 2)|)) :=
        mul_le_mul_of_nonneg_left (abs_sampleMean_mode_le _ _ (ht k) N) (abs_nonneg _)
    _ = |A k| / |Real.sin (t k / 2)| / ((N : ℕ) : ℝ) := by ring
```

The hypothesis `ht` is the non-stroboscopic condition for each mode. The constant $B$ does not depend on $N$ or on the initial phases, but a single mode with $t_k$ close to a multiple of $2\pi$ can make it large.

## Decay faster than the inverse square root

The limit is taken over positive sample numbers, which grow without bound as real numbers: beyond any natural number $b$ lies $b+1$.

```lean
/-- The number of samples, as a real number, grows without bound. -/
theorem tendsto_samples : Tendsto (fun N : ℕ+ => ((N : ℕ) : ℝ)) atTop atTop := by
  refine tendsto_natCast_atTop_atTop.comp (tendsto_atTop_atTop.2 fun b => ?_)
  refine ⟨⟨b + 1, Nat.succ_pos b⟩, fun a ha => ?_⟩
  have h : b + 1 ≤ (a : ℕ) := ha
  omega
```

Denote the error of the mean by $E_N=\frac1N\sum_{n=0}^{N-1}y_n-c$. Multiplying its bound by $\sqrt N$ gives
$$\sqrt N\,|E_N|\le\frac{B}{\sqrt N}\longrightarrow0 .$$

```lean
/-- If `sin (t k / 2)` is nonzero for every mode, the error of the sample mean decays
faster than `1/√N`: multiplied by `√N` it still tends to zero. -/
theorem sqrt_mul_error_tendsto_zero {ι : Type*} [Fintype ι] (c : ℝ) (A t f : ι → ℝ)
    (ht : ∀ k, Real.sin (t k / 2) ≠ 0) :
    Tendsto (fun N : ℕ+ => Real.sqrt ((N : ℕ) : ℝ) * (sampleMean (signal c A t f) N - c))
      atTop (𝓝 0) := by
  refine squeeze_zero_norm
    (a := fun N : ℕ+ => (∑ k, |A k| / |Real.sin (t k / 2)|) / Real.sqrt ((N : ℕ) : ℝ))
    (fun N => ?_)
    (tendsto_const_nhds.div_atTop (Real.tendsto_sqrt_atTop.comp tendsto_samples))
  have hN : (0 : ℝ) < ((N : ℕ) : ℝ) := Nat.cast_pos.mpr N.pos
  have hs : 0 < Real.sqrt ((N : ℕ) : ℝ) := Real.sqrt_pos.mpr hN
  rw [Real.norm_eq_abs, abs_mul, abs_of_pos hs, le_div_iff₀ hs]
  -- the two square roots combine to `N`, which cancels the denominator of the bound
  have h := abs_sampleMean_signal_sub_le c A t f ht N
  rw [le_div_iff₀ hN] at h
  calc Real.sqrt ((N : ℕ) : ℝ) * |sampleMean (signal c A t f) N - c| *
        Real.sqrt ((N : ℕ) : ℝ)
      = |sampleMean (signal c A t f) N - c| *
        (Real.sqrt ((N : ℕ) : ℝ) * Real.sqrt ((N : ℕ) : ℝ)) := by ring
    _ = |sampleMean (signal c A t f) N - c| * ((N : ℕ) : ℝ) := by
        rw [Real.mul_self_sqrt hN.le]
    _ ≤ _ := h
```

The tactic step `squeeze_zero_norm` is the comparison with $B/\sqrt N$. The `calc` block verifies it in the equivalent form $|E_N|\,N\le B$, using $\sqrt N\sqrt N=N$.

## Stroboscopic sampling

Now let $t=2\pi m$ with $m$ an integer. Every sample has the same value,
$$\cos(2\pi mn+f)=\cos f,$$
and so does the mean, for every $N\ge1$.

```lean
/-- Stroboscopic sampling: if the phase advance is an integer multiple of `2π`, the sample
mean equals `cos f` for every number of samples. -/
theorem sampleMean_stroboscopic (m : ℤ) (f : ℝ) (N : ℕ+) :
    sampleMean (mode (m * (2 * Real.pi)) f) N = Real.cos f := by
  have hN : ((N : ℕ) : ℝ) ≠ 0 := Nat.cast_ne_zero.mpr N.ne_zero
  have h : ∀ n : ℕ, mode (m * (2 * Real.pi)) f n = Real.cos f := fun n => by
    have e : (n : ℝ) * (m * (2 * Real.pi)) + f =
        f + (((n : ℤ) * m : ℤ) : ℝ) * (2 * Real.pi) := by
      push_cast
      ring
    rw [mode, e, Real.cos_add_int_mul_two_pi]
  simp only [sampleMean, h, sum_const, card_range, nsmul_eq_mul]
  exact mul_div_cancel_left₀ _ hN
```

The sample mean does converge, but to $\cos f$. For a vibration of nonzero frequency the time average is zero, so the discrepancy is a bias set by the initial phase, and a longer run leaves it unchanged. For $m=0$ the frequency is zero and the signal is a true constant, whose time average is $\cos f$. The samples alone do not distinguish this case from $m\neq0$.

The two regimes combine into an exact criterion:
$$M_N\to0\quad\Longleftrightarrow\quad \sin\frac t2\neq0\ \text{ or }\ \cos f=0 .$$
If $\sin(t/2)\ne0$, the bound forces the mean to zero. If $\sin(t/2)=0$, then $t/2=m\pi$ for some integer $m$, the mean is constantly $\cos f$, and it tends to zero only if $\cos f=0$. In that exceptional case each sample falls on a zero of the oscillation.

```lean
/-- The sample mean of a mode tends to zero exactly when `sin (t/2)` is nonzero or
`cos f` vanishes. -/
theorem sampleMean_mode_tendsto_zero_iff (t f : ℝ) :
    Tendsto (sampleMean (mode t f)) atTop (𝓝 0) ↔
      Real.sin (t / 2) ≠ 0 ∨ Real.cos f = 0 := by
  by_cases hs : Real.sin (t / 2) = 0
  · -- the stroboscopic case: the mean is constant
    obtain ⟨m, hm⟩ := Real.sin_eq_zero_iff.mp hs
    have ht : t = m * (2 * Real.pi) := by linarith
    have hc : sampleMean (mode t f) = fun _ => Real.cos f := by
      funext N
      rw [ht, sampleMean_stroboscopic]
    rw [hc]
    constructor
    · intro h
      exact Or.inr (tendsto_nhds_unique tendsto_const_nhds h)
    · rintro (h | h)
      · exact absurd hs h
      · rw [h]
        exact tendsto_const_nhds
  · refine ⟨fun _ => Or.inl hs, fun _ => ?_⟩
    exact squeeze_zero_norm (fun N => abs_sampleMean_mode_le t f hs N)
      (tendsto_const_nhds.div_atTop (tendsto_samples.atTop_mul_const (abs_pos.mpr hs)))

end

end HarmonicSamplingError
```

The proof splits on whether $\sin(t/2)$ vanishes. In the stroboscopic case `tendsto_nhds_unique` compares the two limits $\cos f$ and $0$ of the same constant sequence; in the other case the single-mode bound tends to zero and forces the mean to do the same.

```lean
#print axioms HarmonicSamplingError.sampleMean_mode_sharp
#print axioms HarmonicSamplingError.sqrt_mul_error_tendsto_zero
#print axioms HarmonicSamplingError.sampleMean_stroboscopic
#print axioms HarmonicSamplingError.sampleMean_mode_tendsto_zero_iff
```

```
'HarmonicSamplingError.sampleMean_mode_sharp' depends on axioms: [propext, Classical.choice, Quot.sound]
'HarmonicSamplingError.sqrt_mul_error_tendsto_zero' depends on axioms: [propext, Classical.choice, Quot.sound]
'HarmonicSamplingError.sampleMean_stroboscopic' depends on axioms: [propext, Classical.choice, Quot.sound]
'HarmonicSamplingError.sampleMean_mode_tendsto_zero_iff' depends on axioms: [propext, Classical.choice, Quot.sound]
```

## The phase advance in a trajectory average

In a first-principles molecular dynamics run, $\Delta$ is the time between stored configurations, that is, the integration step times the storage stride. Take a bond length that oscillates harmonically with a period of 20 fs, and average 1000 stored values.

| Storage interval | Phase advance $t$ | Bound on the error, in units of the amplitude |
|---|---|---|
| 5 fs | $\pi/2$ | $1.41/N=0.0014$ |
| 19 fs | $1.9\pi$ | $6.39/N=0.0064$ |
| 20 fs | $2\pi$ | none; the error is $\cos f$ |

For comparison, the mean of 1000 independent samples at uniformly random phases has a standard error of $1/\sqrt{2N}=0.022$ in the same units. All three rows rest on a phase that advances regularly throughout the run. Anharmonic coupling or a stochastic thermostat can disturb that regularity, and then neither the $1/N$ bound nor the constant error $\cos f$ applies as it stands.
